# Every pure state of two fermions in three spin-orbitals is a single Slater determinant

Every complex antisymmetric \(3\times3\) matrix has the form \(C=ab^{T}-ba^{T}\) with \(a,b\in\mathbb C^3\). If \(C\) is a normalised two-fermion state, it equals \((uv^{T}-vu^{T})/\sqrt2\) with \(u,v\) orthonormal. Hence, for two fermions restricted to three spin-orbitals, the best single determinant reaches the full configuration-interaction ground-state energy, whatever the interaction.

## Amplitudes and determinants

The entry \(C_{ij}\) is the amplitude for particle 1 in orbital \(i\) and particle 2 in orbital \(j\). The index type `n` labels an orthonormal set of spin-orbitals, so three spatial orbitals with spin would count as six.

```lean
import Mathlib

open Matrix
open scoped ComplexOrder

namespace TwoFermionSlater

noncomputable section

variable {n : Type*}
```

The unnormalised determinant of \(a\) and \(b\) has amplitudes \(a_ib_j-b_ia_j\).

```lean
/-- Amplitude matrix `a bᵀ - b aᵀ` of the unnormalised two-particle Slater determinant
built from the orbitals `a` and `b`. -/
def slater (a b : n → ℂ) : Matrix n n ℂ := vecMulVec a b - vecMulVec b a
```

Fermionic exchange symmetry reads \(C_{ji}=-C_{ij}\).

```lean
/-- Fermionic exchange symmetry of a two-particle amplitude matrix: `Cᵀ = -C`. -/
def IsAntisymm (C : Matrix n n ℂ) : Prop := Cᵀ = -C
```

The test for a single determinant uses the Plücker combination \(P_{ijkl}=C_{ij}C_{kl}-C_{ik}C_{jl}+C_{il}C_{jk}\).

```lean
/-- The Plücker combination of amplitudes for four orbital indices. -/
def plucker (C : Matrix n n ℂ) (i j k l : n) : ℂ :=
  C i j * C k l - C i k * C j l + C i l * C j k
```

The squared norm \(\sum_{ij}|C_{ij}|^2\) runs over ordered pairs, so each pair of orbitals counts twice. It is stored as a complex number.

```lean
/-- Squared norm `∑ conj (C i j) * C i j` of a two-particle amplitude matrix. -/
def stateNorm [Fintype n] (C : Matrix n n ℂ) : ℂ := ∑ i, ∑ j, star (C i j) * C i j
```

Two examples are used at the end. The first adds the determinants on orbitals \((0,1)\) and \((2,3)\). Its squared norm is 4, so the normalised state is half this matrix.

```lean
/-- In four orbitals, the sum of the determinant on orbitals 0, 1 and the determinant
on orbitals 2, 3. -/
def pairState : Matrix (Fin 4) (Fin 4) ℂ :=
  !![0, 1, 0, 0; -1, 0, 0, 0; 0, 0, 0, 1; 0, 0, -1, 0]
```

The second occupies all three pairs of a three-orbital set.

```lean
/-- A state in three orbitals with pair amplitudes `1/6`, `1/6` and `2/3`. -/
def threeState : Matrix (Fin 3) (Fin 3) ℂ :=
  !![0, 1/6, 1/6; -(1/6), 0, 2/3; -(1/6), -(2/3), 0]
```

## The Plücker relations characterise determinants

Entry by entry, the definition gives \(C_{ij}=a_ib_j-b_ia_j\).

```lean
/-- The amplitude of a Slater determinant on orbitals `i`, `j` is `a i * b j - b i * a j`. -/
theorem slater_apply (a b : n → ℂ) (i j : n) :
    slater a b i j = a i * b j - b i * a j := by
  simp only [slater, Matrix.sub_apply, Matrix.vecMulVec_apply]
```

Exchanging \(i\) and \(j\) reverses the sign.

```lean
/-- A Slater determinant is antisymmetric under exchange of the two particles. -/
theorem slater_antisymm (a b : n → ℂ) : IsAntisymm (slater a b) := by
  unfold IsAntisymm
  ext i j
  simp only [Matrix.transpose_apply, Matrix.neg_apply, slater_apply]
  ring
```

Substituting these amplitudes into \(P_{ijkl}\) makes all terms cancel, which `ring` confirms.

```lean
/-- The amplitudes of a Slater determinant satisfy all Plücker relations. -/
theorem plucker_slater (a b : n → ℂ) (i j k l : n) : plucker (slater a b) i j k l = 0 := by
  simp only [plucker, slater_apply]
  ring
```

Conversely, suppose every \(P_{ijkl}\) vanishes. If \(C=0\), take \(a=b=0\). Otherwise choose \(C_{pq}\ne0\) and set \(a_i=C_{pi}/C_{pq}\), \(b_i=C_{qi}\). Then \(P_{pqij}=0\) gives
\[
a_ib_j-b_ia_j=\frac{C_{pi}C_{qj}-C_{qi}C_{pj}}{C_{pq}}=C_{ij}.
\]
The final `linear_combination` is this relation divided by the pivot. Antisymmetry is not assumed; it follows from the relations.

In code, this reads two orbitals off two rows of the coefficient matrix. Taking the entry of largest modulus as pivot keeps every \(|a_i|\le1\). For `threeState`, the pivot \(C_{12}=2/3\) gives \(a=(-1/4,0,1)\) and \(b=(-1/6,-2/3,0)\).

```lean
/-- For any set of orbitals, an amplitude matrix is a single Slater determinant exactly when
the Plücker combination vanishes for all index quadruples, repeated indices included. -/
theorem exists_slater_iff_plucker (C : Matrix n n ℂ) :
    (∃ a b, C = slater a b) ↔ ∀ i j k l, plucker C i j k l = 0 := by
  constructor
  · rintro ⟨a, b, rfl⟩ i j k l
    exact plucker_slater a b i j k l
  · intro h
    by_cases h0 : C = 0
    · refine ⟨0, 0, ?_⟩
      rw [h0]
      ext i j
      simp [slater_apply]
    · obtain ⟨p, q, hpq⟩ : ∃ p q, C p q ≠ 0 := by
        by_contra hne
        apply h0
        ext p q
        by_contra h1
        exact hne ⟨p, q, by simpa using h1⟩
      -- the orbitals are row `p` divided by the pivot amplitude, and row `q`
      refine ⟨fun i => (C p q)⁻¹ * C p i, fun i => C q i, ?_⟩
      ext i j
      have h1 := h p q i j
      have h2 : (C p q)⁻¹ * C p q = 1 := inv_mul_cancel₀ hpq
      unfold plucker at h1
      simp only [slater_apply]
      linear_combination (C p q)⁻¹ * h1 - C i j * h2
```

## Three orbitals leave no room for a violation

Four indices drawn from three orbitals must repeat. Antisymmetry gives \(C_{ii}=0\), and each coincidence then makes \(P\) vanish:
\[
\begin{aligned}
i=j:&\quad -C_{ik}C_{il}+C_{il}C_{ik}=0,\\
i=k:&\quad C_{ij}C_{il}+C_{il}C_{ji}=0,\\
i=l:&\quad C_{ij}C_{ki}-C_{ik}C_{ji}=0,\\
j=k:&\quad C_{ij}C_{jl}-C_{ij}C_{jl}=0,\\
j=l:&\quad C_{ij}C_{kj}+C_{ij}C_{jk}=0,\\
k=l:&\quad -C_{ik}C_{jk}+C_{ik}C_{jk}=0.
\end{aligned}
\]
In the proof, `pigeon` lists the six cases, `hA` is antisymmetry and `hD` the zero diagonal.

```lean
/-- In three orbitals every antisymmetric amplitude matrix satisfies all Plücker relations. -/
theorem plucker_fin_three (C : Matrix (Fin 3) (Fin 3) ℂ) (hC : IsAntisymm C)
    (i j k l : Fin 3) : plucker C i j k l = 0 := by
  have h' : Cᵀ = -C := hC
  have hA : ∀ i j, C j i = -C i j := by
    intro i j
    have := congrFun (congrFun h' i) j
    simpa only [Matrix.transpose_apply, Matrix.neg_apply] using this
  have hD : ∀ i, C i i = 0 := by
    intro i
    linear_combination (1 / 2 : ℂ) * hA i i
  -- four indices among three orbitals: two of them coincide
  have pigeon : ∀ i j k l : Fin 3,
      i = j ∨ i = k ∨ i = l ∨ j = k ∨ j = l ∨ k = l := by decide
  unfold plucker
  rcases pigeon i j k l with h | h | h | h | h | h
  · rw [← h]
    linear_combination C k l * hD i
  · rw [← h]
    linear_combination C i l * hA i j - C j l * hD i
  · rw [← h]
    linear_combination C i j * hA i k - C i k * hA i j + C j k * hD i
  · rw [← h]
    linear_combination C i l * hD j
  · rw [← h]
    linear_combination C i j * hA j k - C i k * hD j
  · rw [← h]
    linear_combination C i j * hD k
```

The characterisation now supplies \(a\) and \(b\) for every antisymmetric \(C\).

```lean
/-- Every complex antisymmetric 3 × 3 amplitude matrix is `a bᵀ - b aᵀ` for some orbitals `a`, `b`.
-/
theorem exists_slater_fin_three (C : Matrix (Fin 3) (Fin 3) ℂ) (hC : IsAntisymm C) :
    ∃ a b : Fin 3 → ℂ, C = slater a b :=
  (exists_slater_iff_plucker C).2 (plucker_fin_three C hC)
```

## Orthonormal orbitals

Since the determinant is bilinear and antisymmetric in its orbitals, replacing \((a,b)\) by \((\alpha a+\beta b,\gamma a+\delta b)\) multiplies it by \(\alpha\delta-\beta\gamma\).

```lean
/-- Mixing the two occupied orbitals linearly multiplies the Slater determinant by the
determinant of the mixing coefficients. -/
theorem slater_mix (α β γ δ : ℂ) (a b : n → ℂ) :
    slater (α • a + β • b) (γ • a + δ • b) = (α * δ - β * γ) • slater a b := by
  ext i j
  simp only [slater_apply, Matrix.smul_apply, Pi.add_apply, Pi.smul_apply, smul_eq_mul]
  ring
```

Write \(\langle a,b\rangle=\sum_i\overline{a_i}b_i\), in Lean `star a ⬝ᵥ b`. Expanding \(\sum_{ij}|a_ib_j-b_ia_j|^2\) gives four products of overlaps, equal in pairs:
\[
\|C\|^2=2\bigl(\langle a,a\rangle\langle b,b\rangle-\langle a,b\rangle\langle b,a\rangle\bigr).
\]
Here `key` turns each product of overlaps into a double sum.

```lean
/-- The squared norm of a Slater determinant is twice the determinant of the overlap
matrix of its two orbitals. -/
theorem stateNorm_slater [Fintype n] (a b : n → ℂ) :
    stateNorm (slater a b) =
      2 * ((star a ⬝ᵥ a) * (star b ⬝ᵥ b) - (star a ⬝ᵥ b) * (star b ⬝ᵥ a)) := by
  have key : ∀ x y z w : n → ℂ, (star x ⬝ᵥ y) * (star z ⬝ᵥ w) =
      ∑ i, ∑ j, (star (x i) * y i) * (star (z j) * w j) := by
    intro x y z w
    simp only [dotProduct, Pi.star_apply, Finset.sum_mul_sum]
  calc stateNorm (slater a b)
      = ∑ i, ∑ j, ((star (a i) * a i) * (star (b j) * b j)
          - (star (a i) * b i) * (star (b j) * a j)
          - (star (b i) * a i) * (star (a j) * b j)
          + (star (b i) * b i) * (star (a j) * a j)) := by
        unfold stateNorm
        refine Finset.sum_congr rfl fun i _ => Finset.sum_congr rfl fun j _ => ?_
        simp only [slater_apply, star_sub, star_mul']
        ring
    _ = (star a ⬝ᵥ a) * (star b ⬝ᵥ b) - (star a ⬝ᵥ b) * (star b ⬝ᵥ a)
          - (star b ⬝ᵥ a) * (star a ⬝ᵥ b) + (star b ⬝ᵥ b) * (star a ⬝ᵥ a) := by
        rw [key a a b b, key a b b a, key b a a b, key b b a a]
        simp only [Finset.sum_add_distrib, Finset.sum_sub_distrib]
    _ = 2 * ((star a ⬝ᵥ a) * (star b ⬝ᵥ b) - (star a ⬝ᵥ b) * (star b ⬝ᵥ a)) := by ring
```

Let this squared norm be 2. Then \(a\ne0\). With \(s=\sqrt{\langle a,a\rangle}\) and \(t=1/s\), put
\[
u=ta,\qquad v=sb-t\langle a,b\rangle a .
\]
The mixing determinant is \(ts=1\), so the state is unchanged. Also \(\langle u,u\rangle=t^2s^2=1\) and \(\langle u,v\rangle=ts\langle a,b\rangle-t^2s^2\langle a,b\rangle=0\). The norm formula becomes \(2=2\langle v,v\rangle\), so \(v\) is normalised too. These are `h1`, `h2`, `h3` and `key`.

```lean
/-- A Slater determinant of squared norm 2 equals the Slater determinant of two
orthonormal orbitals. -/
theorem exists_orthonormal [Fintype n] (a b : n → ℂ) (h : stateNorm (slater a b) = 2) :
    ∃ u v : n → ℂ, star u ⬝ᵥ u = 1 ∧ star v ⬝ᵥ v = 1 ∧ star u ⬝ᵥ v = 0 ∧
      slater u v = slater a b := by
  have hN0 : star a ⬝ᵥ a ≠ 0 := by
    intro h0
    have ha : a = 0 := dotProduct_star_self_eq_zero.1 h0
    rw [stateNorm_slater, ha] at h
    simp at h
  obtain ⟨r, hr, hN⟩ : ∃ r : ℝ, 0 ≤ r ∧ star a ⬝ᵥ a = (r : ℂ) := by
    refine ⟨∑ i, Complex.normSq (a i),
      Finset.sum_nonneg fun i _ => Complex.normSq_nonneg _, ?_⟩
    rw [Complex.ofReal_sum]
    unfold dotProduct
    exact Finset.sum_congr rfl fun i _ => (Complex.normSq_eq_conj_mul_self (z := a i)).symm
  -- `s` is the length of `a` and `t` its inverse
  obtain ⟨s, hs, hss⟩ : ∃ s : ℂ, s * s = star a ⬝ᵥ a ∧ star s = s := by
    refine ⟨((Real.sqrt r : ℝ) : ℂ), ?_, Complex.conj_ofReal _⟩
    rw [hN, ← Complex.ofReal_mul, Real.mul_self_sqrt hr]
  have hs0 : s ≠ 0 := by
    intro h0
    apply hN0
    rw [← hs, h0, mul_zero]
  obtain ⟨t, hst, ht⟩ : ∃ t : ℂ, s * t = 1 ∧ star t = t :=
    ⟨s⁻¹, mul_inv_cancel₀ hs0, by rw [star_inv₀, hss]⟩
  -- the norm of the state fixes the length of the second orbital
  have key : ∀ u v : n → ℂ, slater u v = slater a b → star u ⬝ᵥ u = 1 →
      star u ⬝ᵥ v = 0 → star v ⬝ᵥ v = 1 := by
    intro u v h1 h2 h3
    have h4 := stateNorm_slater u v
    rw [h1, h, h2, h3] at h4
    linear_combination (-1 / 2 : ℂ) * h4
  -- Gram-Schmidt step with unit mixing determinant
  have h1 : slater (t • a) ((-(t * (star a ⬝ᵥ b))) • a + s • b) = slater a b := by
    have hm := slater_mix t 0 (-(t * (star a ⬝ᵥ b))) s a b
    have hd : t * s - 0 * (-(t * (star a ⬝ᵥ b))) = 1 := by linear_combination hst
    rw [zero_smul ℂ b, add_zero, hd, one_smul] at hm
    exact hm
  have h2 : star (t • a) ⬝ᵥ (t • a) = 1 := by
    simp only [star_smul, smul_dotProduct, dotProduct_smul, smul_eq_mul, ht]
    linear_combination (-(t * t)) * hs + (s * t + 1) * hst
  have h3 : star (t • a) ⬝ᵥ ((-(t * (star a ⬝ᵥ b))) • a + s • b) = 0 := by
    simp only [star_smul, smul_dotProduct, dotProduct_smul, dotProduct_add, smul_eq_mul, ht]
    linear_combination (t * t * (star a ⬝ᵥ b)) * hs - ((star a ⬝ᵥ b) * s * t) * hst
  exact ⟨_, _, h2, key _ _ h1 h2 h3, h3, h1⟩
```

For a normalised antisymmetric \(\Psi\), the matrix \(\sqrt2\,\Psi\) is antisymmetric with squared norm 2. It is therefore a determinant of orthonormal \(u,v\), and dividing by \(\sqrt2\) gives the result.

```lean
/-- Every normalised antisymmetric state of two particles in three orbitals is
`(1/√2) (u vᵀ - v uᵀ)` with orthonormal orbitals `u`, `v`. -/
theorem normalised_state_fin_three (Ψ : Matrix (Fin 3) (Fin 3) ℂ) (hA : IsAntisymm Ψ)
    (hn : stateNorm Ψ = 1) :
    ∃ u v : Fin 3 → ℂ, star u ⬝ᵥ u = 1 ∧ star v ⬝ᵥ v = 1 ∧ star u ⬝ᵥ v = 0 ∧
      Ψ = ((Real.sqrt 2 : ℝ) : ℂ)⁻¹ • slater u v := by
  obtain ⟨s, hsdef, hs2, hss⟩ :
      ∃ s : ℂ, s = ((Real.sqrt 2 : ℝ) : ℂ) ∧ s * s = 2 ∧ star s = s := by
    refine ⟨((Real.sqrt 2 : ℝ) : ℂ), rfl, ?_, Complex.conj_ofReal _⟩
    rw [← Complex.ofReal_mul, Real.mul_self_sqrt (by norm_num : (0 : ℝ) ≤ 2)]
    norm_num
  rw [← hsdef]
  have hs0 : s ≠ 0 := by
    intro h0
    rw [h0] at hs2
    norm_num at hs2
  have h' : Ψᵀ = -Ψ := hA
  have hA' : IsAntisymm (s • Ψ) := by
    unfold IsAntisymm
    rw [Matrix.transpose_smul, h', smul_neg]
  have hscale : stateNorm (s • Ψ) = s * s * stateNorm Ψ := by
    unfold stateNorm
    simp only [Finset.mul_sum]
    refine Finset.sum_congr rfl fun i _ => Finset.sum_congr rfl fun j _ => ?_
    simp only [Matrix.smul_apply, smul_eq_mul, star_mul', hss]
    ring
  -- `√2 Ψ` is a determinant of squared norm 2
  obtain ⟨a, b, hab⟩ := exists_slater_fin_three (s • Ψ) hA'
  have h2 : stateNorm (slater a b) = 2 := by
    rw [← hab, hscale, hn, hs2, mul_one]
  obtain ⟨u, v, hu, hv, huv, hs⟩ := exists_orthonormal a b h2
  refine ⟨u, v, hu, hv, huv, ?_⟩
  rw [hs, ← hab, smul_smul, inv_mul_cancel₀ hs0, one_smul]
```

## Four orbitals, and a three-orbital example

For `pairState`, \(P_{0123}=1\cdot1-0+0=1\), or \(1/4\) after normalisation. Antisymmetry alone is thus insufficient in four orbitals.

```lean
/-- In four orbitals the state `pairState` is antisymmetric but is not a single Slater
determinant. -/
theorem pairState_not_slater :
    IsAntisymm pairState ∧ ¬ ∃ a b : Fin 4 → ℂ, pairState = slater a b := by
  constructor
  · unfold IsAntisymm
    ext i j
    fin_cases i <;> fin_cases j <;> simp [pairState]
  · intro h
    -- the Plücker combination for the four distinct orbitals equals one
    have h1 := (exists_slater_iff_plucker pairState).1 h 0 1 2 3
    simp [plucker, pairState] at h1
```

The state `threeState` satisfies the hypotheses of the normalised theorem: its squared norm is \(2(1/36+1/36+4/9)=1\). Three determinants in the original basis become one after an orbital rotation.

```lean
/-- The state `threeState` is antisymmetric and normalised. -/
theorem normalised_state_fin_three_witness :
    IsAntisymm threeState ∧ stateNorm threeState = 1 := by
  constructor
  · unfold IsAntisymm
    ext i j
    fin_cases i <;> fin_cases j <;> simp [threeState]
  · have h2 : (starRingEnd ℂ) 2 = 2 := map_ofNat (starRingEnd ℂ) 2
    have h3 : (starRingEnd ℂ) 3 = 3 := map_ofNat (starRingEnd ℂ) 3
    have h6 : (starRingEnd ℂ) 6 = 6 := map_ofNat (starRingEnd ℂ) 6
    simp [stateNorm, threeState, Fin.sum_univ_three, h2, h3, h6]
    norm_num [h2, h3, h6]

end

end TwoFermionSlater
```

```lean
#print axioms TwoFermionSlater.slater_antisymm
#print axioms TwoFermionSlater.normalised_state_fin_three
#print axioms TwoFermionSlater.pairState_not_slater
```

```
'TwoFermionSlater.slater_antisymm' depends on axioms: [propext, Classical.choice, Quot.sound]
'TwoFermionSlater.normalised_state_fin_three' depends on axioms: [propext, Classical.choice, Quot.sound]
'TwoFermionSlater.pairState_not_slater' depends on axioms: [propext, Classical.choice, Quot.sound]
```
